# A two-qubit vector is orthogonal to its time reverse exactly when it is a product

Take one spin one-half with amplitudes u = (p, q) in the σ_z basis. Its time reversal is Θ = σ_y K, where K conjugates the amplitudes. With a bar for the complex conjugate,

    Θu = (−i q̄, i p̄)
    ⟨u, Θu⟩ = p̄ (−i q̄) + q̄ (i p̄) = 0.

A single spin is always orthogonal to its time reverse. For two spins let T = (σ_y ⊗ σ_y) K. On a product vector T acts factor by factor, so the overlap factorises and vanishes too:

    ⟨u ⊗ v, T(u ⊗ v)⟩ = ⟨u, Θu⟩ ⟨v, Θv⟩ = 0.

The singlet (0, 1, −1, 0)/√2 behaves differently. T sends it to minus itself, so the overlap is −1. The modulus of ⟨x, Tx⟩ therefore separates these two examples, and the theorems below show that it separates all product vectors from all others. For a pure state of two distinguishable qubits, such as the output of a state-vector simulation, this settles whether the qubits are entangled from one 2 × 2 determinant of amplitudes.

```lean
import Mathlib

open Matrix
open scoped Kronecker

namespace TwoQubitConcurrence

noncomputable section
```

## States, time reversal and concurrence

A two-qubit vector has four amplitudes in the product basis,

    x = a|00⟩ + b|01⟩ + c|10⟩ + d|11⟩.

```lean
/-- A two-qubit vector, not necessarily normalised, given by its four amplitudes
in the product basis. -/
abbrev TwoQubit := Fin 2 × Fin 2 → ℂ
```

The type `TwoQubit` consists of functions on pairs of indices, the first index belonging to the first qubit. Thus a, b, c, d are `x (0, 0)`, `x (0, 1)`, `x (1, 0)`, `x (1, 1)`. No normalisation is imposed, and the zero vector is allowed.

The spin matrix needed for time reversal has rows (0, −i) and (i, 0).

```lean
/-- The Pauli matrix `σ_y`. -/
def sigmaY : Matrix (Fin 2) (Fin 2) ℂ := !![0, -Complex.I; Complex.I, 0]
```

Time reversal conjugates the amplitudes and then applies this matrix to both spins:

    Tx = (σ_y ⊗ σ_y) x̄.

```lean
/-- Time reversal of two spins one-half: complex conjugation followed by `σ_y ⊗ σ_y`. -/
def spinFlip (x : TwoQubit) : TwoQubit := (sigmaY ⊗ₖ sigmaY) *ᵥ star x
```

In Lean, `star x` conjugates each amplitude, `⊗ₖ` is the Kronecker product and `*ᵥ` applies a matrix to a vector. The phase of T is a convention: using iσ_y for each spin would change T by an overall sign, which has no effect on the modulus of the overlap.

The concurrence is that modulus,

    C(x) = |⟨x, Tx⟩|.

```lean
/-- The concurrence: the modulus of the overlap of a vector with its time reverse. -/
def concurrence (x : TwoQubit) : ℝ := ‖star x ⬝ᵥ spinFlip x‖
```

The expression `star x ⬝ᵥ y` is the inner product ⟨x, y⟩, antilinear in its first argument. Since C(x) is quadratic in the length of x, the value for the normalised state is C(x)/‖x‖² when x ≠ 0. The definition takes a vector and so concerns pure states. The concurrence of a density matrix, which involves a minimum over its pure-state decompositions, is not treated.

A product vector has amplitudes

    (u ⊗ v)_ij = u_i v_j.

```lean
/-- The tensor product of two one-qubit vectors. -/
def productState (u v : Fin 2 → ℂ) : TwoQubit := fun p => u p.1 * v p.2
```

One family of vectors will be used to interpolate between a product and a maximally entangled state:

    x_θ = cos θ |00⟩ + sin θ |11⟩.

```lean
/-- The vector `cos θ |00⟩ + sin θ |11⟩`. -/
def schmidtState (θ : ℝ) : TwoQubit := fun p =>
  if p = (0, 0) then ((Real.cos θ : ℝ) : ℂ)
  else if p = (1, 1) then ((Real.sin θ : ℝ) : ℂ) else 0
```

## Time reversal in components

Two vectors are equal when their four amplitudes agree. The proofs of T² = +1 and of the product criterion use this to reduce a vector identity to four scalar ones.

```lean
/-- Two-qubit vectors with the same four amplitudes are equal. -/
theorem state_ext {x y : TwoQubit} (h00 : x (0, 0) = y (0, 0)) (h01 : x (0, 1) = y (0, 1))
    (h10 : x (1, 0) = y (1, 0)) (h11 : x (1, 1) = y (1, 1)) : x = y := by
  have h : ∀ i j, x (i, j) = y (i, j) :=
    Fin.forall_fin_two.2 ⟨Fin.forall_fin_two.2 ⟨h00, h01⟩, Fin.forall_fin_two.2 ⟨h10, h11⟩⟩
  exact funext fun p => h p.1 p.2
```

The action of T follows from σ_y|0⟩ = i|1⟩ and σ_y|1⟩ = −i|0⟩. On the product basis,

    (σ_y ⊗ σ_y)|00⟩ = −|11⟩
    (σ_y ⊗ σ_y)|01⟩ = |10⟩
    (σ_y ⊗ σ_y)|10⟩ = |01⟩
    (σ_y ⊗ σ_y)|11⟩ = −|00⟩.

Conjugating the amplitudes first gives

    T(a, b, c, d) = (−d̄, c̄, b̄, −ā).

```lean
/-- Time reversal sends the amplitudes `(a, b, c, d)` to `(-d*, c*, b*, -a*)`. -/
theorem spinFlip_apply (x : TwoQubit) :
    spinFlip x (0, 0) = -star (x (1, 1)) ∧ spinFlip x (0, 1) = star (x (1, 0)) ∧
    spinFlip x (1, 0) = star (x (0, 1)) ∧ spinFlip x (1, 1) = -star (x (0, 0)) := by
  refine ⟨?_, ?_, ?_, ?_⟩ <;>
    simp [spinFlip, sigmaY, Matrix.mulVec, dotProduct, Fintype.sum_prod_type,
      Fin.sum_univ_two, Matrix.kroneckerMap_apply]
```

The theorem `spinFlip_apply` states the four components separately. Its proof expands the Kronecker product and the sum over both indices, and `simp` evaluates the matrix entries. Antilinearity will be read off from the matrix form; the other later results about T rest on these components.

## An antiunitary map with square +1

Conjugation makes T antilinear:

    T(kx + y) = k̄ Tx + Ty.

For y = (a′, b′, c′, d′), the components give

    ⟨Tx, Ty⟩ = (−d)(−d̄′) + c c̄′ + b b̄′ + (−a)(−ā′)
             = conj(ā a′ + b̄ b′ + c̄ c′ + d̄ d′)
             = conj⟨x, y⟩.

```lean
/-- Time reversal is antilinear and turns every inner product into its complex conjugate. -/
theorem spinFlip_antiunitary (k : ℂ) (x y : TwoQubit) :
    spinFlip (k • x + y) = star k • spinFlip x + spinFlip y ∧
    star (spinFlip x) ⬝ᵥ spinFlip y = star (star x ⬝ᵥ y) := by
  constructor
  · simp only [spinFlip, star_add, star_smul, Matrix.mulVec_add, Matrix.mulVec_smul]
  · obtain ⟨h1, h2, h3, h4⟩ := spinFlip_apply x
    obtain ⟨k1, k2, k3, k4⟩ := spinFlip_apply y
    simp only [dotProduct, Fintype.sum_prod_type, Fin.sum_univ_two, Pi.star_apply,
      h1, h2, h3, h4, k1, k2, k3, k4, star_add, star_mul', star_neg, star_star]
    ring
```

The two halves of `spinFlip_antiunitary` are these two displayed identities. The first follows from the linearity of the matrix action together with the rules for `star`. For the second, the components are inserted and `ring` reorders the four terms.

Applying the component formula twice gives

    T(−d̄, c̄, b̄, −ā) = (a, b, c, d),

so T² = +1.

```lean
/-- Time reversal of two spins one-half squares to `+1`. -/
theorem spinFlip_spinFlip (x : TwoQubit) : spinFlip (spinFlip x) = x := by
  obtain ⟨h1, h2, h3, h4⟩ := spinFlip_apply x
  obtain ⟨k1, k2, k3, k4⟩ := spinFlip_apply (spinFlip x)
  apply state_ext
  · rw [k1, h4, star_neg, star_star, neg_neg]
  · rw [k2, h3, star_star]
  · rw [k3, h2, star_star]
  · rw [k4, h1, star_neg, star_star, neg_neg]
```

The proof computes the components of `spinFlip (spinFlip x)` and compares them through `state_ext`. In the outer two components a pair of minus signs cancels; in the inner two only a double conjugation has to be removed. The identity also makes T a bijection, which completes the usual meaning of antiunitary.

The sign matters for degeneracy. One spin one-half has Θ² = −1, which forces the orthogonality seen at the start and, for a time-reversal-invariant Hamiltonian, Kramers degeneracy. Two such spins have T² = +1, and a state may then coincide with its time reverse up to a phase, as the singlet does.

## The overlap is a determinant

Pair the amplitudes of x with those of Tx:

    ⟨x, Tx⟩ = ā(−d̄) + b̄ c̄ + c̄ b̄ + d̄(−ā)
            = −2 conj(ad − bc).

Conjugation preserves the modulus, so

    C(x) = 2|ad − bc|.

```lean
/-- The concurrence of `(a, b, c, d)` is `2 |ad - bc|`. -/
theorem concurrence_eq (x : TwoQubit) :
    concurrence x = 2 * ‖x (0, 0) * x (1, 1) - x (0, 1) * x (1, 0)‖ := by
  obtain ⟨h1, h2, h3, h4⟩ := spinFlip_apply x
  -- the overlap itself is `-2 (ad - bc)*`
  have h : star x ⬝ᵥ spinFlip x
      = (-2 : ℂ) * star (x (0, 0) * x (1, 1) - x (0, 1) * x (1, 0)) := by
    simp only [dotProduct, Fintype.sum_prod_type, Fin.sum_univ_two, Pi.star_apply,
      h1, h2, h3, h4, star_sub, star_mul']
    ring
  have h2 : ‖(-2 : ℂ)‖ = 2 := by simp
  rw [concurrence, h, norm_mul, norm_star, h2]
```

The intermediate statement `h` is the overlap with its phase still present. Taking norms then removes the sign and the conjugation. Because `concurrence` was defined by time reversal, the determinant formula is a derived result. For the normalised singlet, ad − bc = 1/2 and the concurrence is 1.

## Zero concurrence means a tensor product

By the formula just obtained, C(x) = 0 is equivalent to ad = bc. If x = u ⊗ v, this holds because

    ad − bc = (u₀v₀)(u₁v₁) − (u₀v₁)(u₁v₀) = 0.

For the other direction, suppose ad = bc. Arrange the amplitudes in a matrix with rows (a, b) and (c, d). If a ≠ 0, the second row is c/a times the first, and the factors are

    u = (1, c/a),   v = (a, b).

The last amplitude is correct since u₁v₁ = cb/a = d. If a = 0, then bc = 0, which leaves two possibilities:

    b = 0:   u = (0, 1),   v = (c, d)
    c = 0:   u = (b, d),   v = (0, 1).

Multiplying out gives (0, 0, c, d) in the first case and (0, b, 0, d) in the second, as required.

```lean
/-- The concurrence vanishes exactly when the vector is a tensor product of two
one-qubit vectors. -/
theorem concurrence_eq_zero_iff (x : TwoQubit) :
    concurrence x = 0 ↔ ∃ u v : Fin 2 → ℂ, x = productState u v := by
  have key : concurrence x = 0 ↔ x (0, 0) * x (1, 1) - x (0, 1) * x (1, 0) = 0 := by
    rw [concurrence_eq]
    simp
  rw [key]
  constructor
  · intro h
    by_cases ha : x (0, 0) = 0
    · have hbc : x (0, 1) * x (1, 0) = 0 := by
        rw [ha] at h
        linear_combination -h
      rcases mul_eq_zero.1 hbc with hb | hc
      · -- only the second row of amplitudes survives
        refine ⟨![0, 1], ![x (1, 0), x (1, 1)], ?_⟩
        apply state_ext <;> simp [productState, ha, hb]
      · -- only the second column of amplitudes survives
        refine ⟨![x (0, 1), x (1, 1)], ![0, 1], ?_⟩
        apply state_ext <;> simp [productState, ha, hc]
    · -- the second row is `c / a` times the first
      refine ⟨![1, x (1, 0) / x (0, 0)], ![x (0, 0), x (0, 1)], ?_⟩
      apply state_ext
      · simp [productState]
      · simp [productState]
      · simp [productState, ha]
      · show x (1, 1) = x (1, 0) / x (0, 0) * x (0, 1)
        rw [div_mul_eq_mul_div, eq_div_iff ha]
        linear_combination h
  · rintro ⟨u, v, rfl⟩
    simp only [productState]
    ring
```

The theorem `concurrence_eq_zero_iff` says that the concurrence is zero if and only if vectors `u` and `v` exist with `x = productState u v`. The statement `key` replaces the concurrence by the determinant condition. The proof then follows the three cases above: `by_cases` asks whether a vanishes, and `mul_eq_zero` splits bc = 0. Each case supplies its factors explicitly and checks them by `state_ext`. The only amplitude that needs the hypothesis ad = bc in the case a ≠ 0 is the last one, where `linear_combination h` uses it after the denominator has been cleared. The reverse implication is a polynomial identity, closed by `ring`.

The factors are not required to have unit length. If x is normalised, neither factor is zero, and u and v can be rescaled to unit vectors with their product unchanged. The zero vector also counts as a product here.

## Operations on the separate qubits

Let A act on the first qubit and B on the second. If X is the matrix with rows (a, b) and (c, d), the amplitudes of (A ⊗ B)x form the matrix A X Bᵀ, because

    ((A ⊗ B)x)_ij = Σ_kl A_ik B_jl x_kl.

Taking determinants gives

    det(A X Bᵀ) = det A · det B · (ad − bc),

and hence

    C((A ⊗ B)x) = |det A| |det B| C(x).

```lean
/-- Operators `A` and `B` acting on the separate qubits multiply the concurrence by
`|det A| |det B|`. -/
theorem concurrence_local (A B : Matrix (Fin 2) (Fin 2) ℂ) (x : TwoQubit) :
    concurrence ((A ⊗ₖ B) *ᵥ x) = ‖A.det‖ * ‖B.det‖ * concurrence x := by
  have h : ((A ⊗ₖ B) *ᵥ x) (0, 0) * ((A ⊗ₖ B) *ᵥ x) (1, 1)
      - ((A ⊗ₖ B) *ᵥ x) (0, 1) * ((A ⊗ₖ B) *ᵥ x) (1, 0)
      = A.det * B.det * (x (0, 0) * x (1, 1) - x (0, 1) * x (1, 0)) := by
    simp only [Matrix.mulVec, dotProduct, Fintype.sum_prod_type, Fin.sum_univ_two,
      Matrix.kroneckerMap_apply, Matrix.det_fin_two]
    ring
  rw [concurrence_eq, concurrence_eq, h, norm_mul, norm_mul]
  ring
```

The proof establishes the determinant identity `h` by writing out all entries and using `ring`, and then takes norms. The matrices are arbitrary. For unitary A and B both determinants have modulus one, so the concurrence is unchanged: a local change of basis neither creates nor removes entanglement in a pure two-qubit state. A rank-one projector on one qubit has determinant zero and leaves a product vector, possibly the zero vector. When A or B is not unitary the norm may change as well. If the resulting vector is not zero, its normalised concurrence is obtained by dividing by the new squared norm.

## The range of values

The triangle inequality and 2rs ≤ r² + s² for real r and s give

    2|ad − bc| ≤ 2|a||d| + 2|b||c|
               ≤ |a|² + |d|² + |b|² + |c|².

The concurrence is therefore at most the squared norm, and for a normalised state it lies between 0 and 1.

```lean
/-- The concurrence is at most the squared norm of the vector. -/
theorem concurrence_le (x : TwoQubit) : concurrence x ≤ ∑ p, ‖x p‖ ^ 2 := by
  have h := norm_sub_le (x (0, 0) * x (1, 1)) (x (0, 1) * x (1, 0))
  rw [norm_mul, norm_mul] at h
  rw [concurrence_eq]
  simp only [Fintype.sum_prod_type, Fin.sum_univ_two]
  nlinarith [sq_nonneg (‖x (0, 0)‖ - ‖x (1, 1)‖), sq_nonneg (‖x (0, 1)‖ - ‖x (1, 0)‖)]
```

The squared norm is written as the sum `∑ p, ‖x p‖ ^ 2` over the four amplitudes. In the proof, `norm_sub_le` is the triangle inequality. The two squares given to `nlinarith`, (|a| − |d|)² and (|b| − |c|)², are nonnegative, which is the second inequality.

For x_θ the amplitudes are a = cos θ, d = sin θ and b = c = 0. The squared norm is cos²θ + sin²θ = 1, and

    C(x_θ) = 2|cos θ sin θ| = |sin 2θ|.

```lean
/-- The vector `cos θ |00⟩ + sin θ |11⟩` has squared norm one and concurrence `|sin 2θ|`. -/
theorem concurrence_schmidtState (θ : ℝ) :
    ∑ p, ‖schmidtState θ p‖ ^ 2 = 1 ∧
    concurrence (schmidtState θ) = |Real.sin (2 * θ)| := by
  have h00 : schmidtState θ (0, 0) = ((Real.cos θ : ℝ) : ℂ) := if_pos rfl
  have h01 : schmidtState θ (0, 1) = 0 := by simp [schmidtState]
  have h10 : schmidtState θ (1, 0) = 0 := by simp [schmidtState]
  have h11 : schmidtState θ (1, 1) = ((Real.sin θ : ℝ) : ℂ) := by simp [schmidtState]
  constructor
  · simp only [Fintype.sum_prod_type, Fin.sum_univ_two, h00, h01, h10, h11,
      Complex.norm_real, Real.norm_eq_abs, sq_abs, norm_zero]
    linarith [Real.sin_sq_add_cos_sq θ]
  · rw [concurrence_eq, h00, h01, h10, h11, mul_zero, sub_zero, norm_mul,
      Complex.norm_real, Complex.norm_real, Real.norm_eq_abs, Real.norm_eq_abs,
      Real.sin_two_mul, abs_mul, abs_mul, abs_two]
    ring

end

end TwoQubitConcurrence
```

The theorem `concurrence_schmidtState` contains both statements, for every real θ. Its proof first reads off the four amplitudes. The normalisation then follows from the Pythagorean identity, and the concurrence from the determinant formula and the double-angle formula for the sine. At θ = 0 the state is |00⟩ with concurrence 0. At θ = π/4 it is (|00⟩ + |11⟩)/√2 with concurrence 1, so the upper bound is attained.

```lean
#print axioms TwoQubitConcurrence.concurrence_eq_zero_iff
#print axioms TwoQubitConcurrence.concurrence_local
#print axioms TwoQubitConcurrence.concurrence_le
#print axioms TwoQubitConcurrence.concurrence_schmidtState
```

```
'TwoQubitConcurrence.concurrence_eq_zero_iff' depends on axioms: [propext, Classical.choice, Quot.sound]
'TwoQubitConcurrence.concurrence_local' depends on axioms: [propext, Classical.choice, Quot.sound]
'TwoQubitConcurrence.concurrence_le' depends on axioms: [propext, Classical.choice, Quot.sound]
'TwoQubitConcurrence.concurrence_schmidtState' depends on axioms: [propext, Classical.choice, Quot.sound]
```
